# An exponential change of variable turns the s-wave equation of the exponential well into Bessel's equation

A particle without angular momentum moves in a central attraction that is strongest at the origin and dies off exponentially with distance. Writing its wave function as $u(r)/r$ leaves a one-dimensional problem on $r\ge 0$ with a wall at the origin. In units with $\hbar=m=1$, where $m$ is the mass (the reduced mass for a pair), the equation is

$$-\tfrac12 u''(r)-V_0e^{-r/a}u(r)=-\tfrac12\kappa^2u(r).$$

Here $V_0>0$ is the depth of the well, $a>0$ is its range, and the real number $\kappa$ fixes the energy $E=-\kappa^2/2$. A bound state is a nonzero solution that vanishes at the wall and decays at large distance. Can the exponential coefficient be removed, so that the problem becomes one about a known equation?

## The variable and the two equations

```lean
import Mathlib

open Set Filter Topology

namespace ExponentialWell

noncomputable section
```

The trial variable is $z(r)=z_0e^{-r/(2a)}$ with $z_0=2a\sqrt{2V_0}$. In Lean, $z_0$ is `edge a V0` and $z(r)$ is `besselVar a V0 r`.

```lean
/-- The value `2a√(2V₀)` of the Bessel variable at the origin `r = 0`. -/
def edge (a V0 : ℝ) : ℝ := 2 * a * √(2 * V0)

/-- The Bessel variable `z(r) = z₀ exp(-r/(2a))`, for range `a > 0`. -/
def besselVar (a V0 r : ℝ) : ℝ := edge a V0 * Real.exp (-r / (2 * a))
```

A candidate for the inverse map is $R(z)=2a(\ln z_0-\ln z)$, written `radius a V0 z`. It is an actual radius only for $0<z\le z_0$; for $z>z_0$ the formula gives a negative number.

```lean
/-- The radius `r = 2a (log z₀ - log z)` belonging to a value `z > 0` of the Bessel variable. -/
def radius (a V0 z : ℝ) : ℝ := 2 * a * (Real.log (edge a V0) - Real.log z)
```

`SolvesRadial a V0 κ u` says that functions `u1` and `u2` exist which are the first and second derivatives of $u$ on $[0,\infty)$ and satisfy the equation above. The set `Ici 0` is $[0,\infty)$, and a derivative within it is one-sided at the wall and ordinary elsewhere. The wall condition is not part of this definition.

```lean
/-- `u` solves `-u''/2 - V₀ exp(-r/a) u = -κ² u/2` on `r ≥ 0`, for `a > 0`, with one-sided
derivatives at the origin. -/
def SolvesRadial (a V0 κ : ℝ) (u : ℝ → ℝ) : Prop :=
  ∃ u1 u2 : ℝ → ℝ, ∀ r ∈ Ici (0 : ℝ),
    HasDerivWithinAt u (u1 r) (Ici 0) r ∧ HasDerivWithinAt u1 (u2 r) (Ici 0) r ∧
    -(u2 r) / 2 - V0 * Real.exp (-r / a) * u r = -κ ^ 2 * u r / 2
```

`SolvesBessel ν Z w` says the same for a function $w$ on $(0,Z]$, which is `Ioc 0 Z`, and for Bessel's equation of order $\nu$,

$$z^2w''+zw'+(z^2-\nu^2)w=0.$$

The values of $w$ elsewhere play no role in it.

```lean
/-- `w` solves Bessel's equation `z² w'' + z w' + (z² - ν²) w = 0` of order `ν` on `0 < z ≤ Z`,
with one-sided derivatives at `Z`. -/
def SolvesBessel (ν Z : ℝ) (w : ℝ → ℝ) : Prop :=
  ∃ w1 w2 : ℝ → ℝ, ∀ z ∈ Ioc 0 Z,
    HasDerivWithinAt w (w1 z) (Ioc 0 Z) z ∧ HasDerivWithinAt w1 (w2 z) (Ioc 0 Z) z ∧
    z ^ 2 * w2 z + z * w1 z + (z ^ 2 - ν ^ 2) * w z = 0
```

## (a) The sign of the starting value

**Task.** Show that $z_0>0$ when $a>0$ and $V_0>0$.

**Solution.** Since $2V_0>0$, its square root is positive. Multiplying by $2a>0$ keeps the sign. The tactic `positivity` makes the same check factor by factor.

```lean
/-- The Bessel variable is positive at the origin. -/
theorem edge_pos {a V0 : ℝ} (ha : 0 < a) (hV : 0 < V0) : 0 < edge a V0 := by
  unfold edge
  positivity
```

## (b) The square of the variable and the potential

**Task.** Show that the square of the variable is a fixed multiple of the well's local depth:

$$z(r)^2=8a^2V_0e^{-r/a}.$$

**Solution.** The prefactor gives $z_0^2=4a^2\cdot 2V_0=8a^2V_0$. The exponential gives $\left(e^{-r/(2a)}\right)^2=e^{-r/a}$. Their product is the claim.

In the proof, `hs` squares the root, `he` splits the exponential into two equal factors, and `linear_combination` assembles them.

```lean
/-- The squared Bessel variable is proportional to the depth of the well at `r`. -/
theorem besselVar_sq (a : ℝ) {V0 : ℝ} (hV : 0 < V0) (r : ℝ) :
    besselVar a V0 r ^ 2 = 8 * a ^ 2 * V0 * Real.exp (-r / a) := by
  have hs : √(2 * V0) ^ 2 = 2 * V0 := Real.sq_sqrt (by positivity)
  have he : Real.exp (-r / a) = Real.exp (-r / (2 * a)) * Real.exp (-r / (2 * a)) := by
    rw [← Real.exp_add]
    congr 1
    ring
  rw [he]
  unfold besselVar edge
  linear_combination 4 * a ^ 2 * Real.exp (-r / (2 * a)) ^ 2 * hs
```

## (c) Recovering the variable from the radius

**Task.** Show that $z(R(z))=z$ for every $z>0$.

**Solution.** Dividing the definition of $R$ by $-2a$ gives

$$-\frac{R(z)}{2a}=\ln z-\ln z_0.$$

Exponentiating yields $z/z_0$, and multiplying by $z_0$ returns $z$. The displayed identity is `he` in the code. Part (a) is needed for $e^{\ln z_0}=z_0$.

```lean
/-- The Bessel variable at the radius belonging to `z > 0` is `z`. -/
theorem besselVar_radius {a V0 z : ℝ} (ha : 0 < a) (hV : 0 < V0) (hz : 0 < z) :
    besselVar a V0 (radius a V0 z) = z := by
  have hZ := edge_pos ha hV
  have h2 : 2 * a ≠ 0 := by positivity
  have he : -(radius a V0 z) / (2 * a) = Real.log z - Real.log (edge a V0) := by
    rw [div_eq_iff h2]
    unfold radius
    ring
  unfold besselVar
  rw [he, Real.exp_sub, Real.exp_log hz, Real.exp_log hZ]
  field_simp
```

## (d) The image of the half-line

**Task.** Show that $r\mapsto z(r)$ maps $[0,\infty)$ bijectively onto $(0,z_0]$.

**Solution.** There are three things to check.

- For $r\ge0$ we have $0<e^{-r/(2a)}\le1$, so $0<z(r)\le z_0$.
- If $z(r)=z(s)$, cancelling $z_0$ and using the injectivity of the exponential gives $-r/(2a)=-s/(2a)$, hence $r=s$.
- If $0<z\le z_0$, then $\ln z\le\ln z_0$, so $R(z)\ge0$, and part (c) says that this radius is mapped to $z$.

`BijOn` consists of these three statements, and the proof treats them in this order.

```lean
/-- The Bessel variable maps the half-line `r ≥ 0` bijectively onto `(0, z₀]`. -/
theorem besselVar_bijOn {a V0 : ℝ} (ha : 0 < a) (hV : 0 < V0) :
    BijOn (besselVar a V0) (Ici 0) (Ioc 0 (edge a V0)) := by
  have hZ := edge_pos ha hV
  have h2 : 0 < 2 * a := by positivity
  refine ⟨fun r hr => ⟨mul_pos hZ (Real.exp_pos _), ?_⟩, fun r _ s _ h => ?_, fun z hz => ?_⟩
  · have hr' : 0 ≤ r := hr
    have h1 : Real.exp (-r / (2 * a)) ≤ 1 :=
      Real.exp_le_one_iff.mpr (div_nonpos_of_nonpos_of_nonneg (by linarith) h2.le)
    exact mul_le_of_le_one_right hZ.le h1
  · have h1 := Real.exp_injective (mul_left_cancel₀ hZ.ne' h)
    exact neg_injective ((div_left_inj' h2.ne').mp h1)
  · have hl := Real.log_le_log hz.1 hz.2
    exact ⟨radius a V0 z, mul_nonneg h2.le (by linarith), besselVar_radius ha hV hz.1⟩
```

Consequently every function $u$ on the half-line has the form $w(z(r))$, with $w(z)=u(R(z))$ on $(0,z_0]$. No radial solution is lost by the substitution.

## (e) The derivative of the variable

**Task.** Show that

$$\frac{dz}{dr}=-\frac{z}{2a}.$$

**Solution.** The exponent $-r/(2a)$ has derivative $-1/(2a)$. The chain rule multiplies $z_0e^{-r/(2a)}$ by this number. Lean builds the same derivative from the rules for negation, division by a constant, the exponential and a constant factor.

```lean
/-- The Bessel variable obeys `dz/dr = -z/(2a)`. -/
theorem hasDerivAt_besselVar (a V0 r : ℝ) :
    HasDerivAt (besselVar a V0) (-(besselVar a V0 r) / (2 * a)) r := by
  have h := (((hasDerivAt_neg r).div_const (2 * a)).exp).const_mul (edge a V0)
  exact h.congr_deriv (by unfold besselVar; ring)
```

## (f) The equivalence of the two equations

**Task.** Let $w$ be any real function, with no smoothness assumed, let $\kappa$ be real, and put $u(r)=w(z(r))$. Show that $u$ solves the radial equation on $[0,\infty)$ if and only if $w$ solves Bessel's equation of order $\nu=2a\kappa$ on $(0,z_0]$.

**Solution.** Suppose first that $w$ solves Bessel's equation. By part (e),

$$u'=-\frac{z}{2a}w'(z),\qquad u''=\frac{z^2w''(z)+zw'(z)}{4a^2}.$$

Bessel's equation replaces the numerator by $(4a^2\kappa^2-z^2)w(z)$. With part (b) this becomes

$$u''=\kappa^2u-\frac{z^2}{4a^2}u=\kappa^2u-2V_0e^{-r/a}u.$$

Multiplying by $-\tfrac12$ and moving the potential term to the left gives the radial equation.

Now suppose that $u$ solves the radial equation. On $(0,z_0]$ we have $w(z)=u(R(z))$ with $R'(z)=-2a/z$. Hence $w$ is twice differentiable there, with

$$w'=-\frac{2a}{z}u'(R(z)),\qquad w''=\frac{4a^2u''(R(z))+2a\,u'(R(z))}{z^2}.$$

The first-derivative terms cancel in the combination

$$z^2w''+zw'=4a^2u''(R(z)).$$

The radial equation gives $4a^2u''=4a^2\kappa^2u-8a^2V_0e^{-R(z)/a}u$. By parts (b) and (c), the last coefficient is $z^2$, so the right-hand side is $(4a^2\kappa^2-z^2)w$. This is Bessel's equation.

The code takes the second direction first. Each branch supplies the derivative functions found above, obtains them from the chain rule with `comp`, and closes the algebra with `linear_combination`. In the first branch, `congr` replaces $u(R(z))$ by $w(z)$ on $(0,z_0]$, which is how differentiability passes to $w$.

```lean
/-- `w(z(r))` solves the radial equation of the exponential well on `r ≥ 0` exactly when `w` solves
Bessel's equation of order `2aκ` on `(0, z₀]`. -/
theorem solvesRadial_iff {a V0 : ℝ} (ha : 0 < a) (hV : 0 < V0) (κ : ℝ) (w : ℝ → ℝ) :
    SolvesRadial a V0 κ (w ∘ besselVar a V0) ↔ SolvesBessel (2 * a * κ) (edge a V0) w := by
  have hmaps := (besselVar_bijOn ha hV).mapsTo
  constructor
  · rintro ⟨u1, u2, h⟩
    -- pull the radial derivatives back along the inverse map
    have hR : MapsTo (radius a V0) (Ioc 0 (edge a V0)) (Ici 0) := fun z hz => by
      have hl := Real.log_le_log hz.1 hz.2
      show (0 : ℝ) ≤ 2 * a * (Real.log (edge a V0) - Real.log z)
      exact mul_nonneg (by positivity) (by linarith)
    refine ⟨fun z => u1 (radius a V0 z) * (-(2 * a) * z⁻¹),
      fun z => (4 * a ^ 2 * u2 (radius a V0 z) + 2 * a * u1 (radius a V0 z)) * z⁻¹ ^ 2,
      fun z hz => ?_⟩
    have hz0 : z ≠ 0 := hz.1.ne'
    obtain ⟨h1, h2, h3⟩ := h _ (hR hz)
    have hd : HasDerivAt (radius a V0) (-(2 * a) * z⁻¹) z :=
      (((Real.hasDerivAt_log hz0).const_sub (Real.log (edge a V0))).const_mul
        (2 * a)).congr_deriv (by ring)
    have hi := ((hasDerivAt_inv hz0).const_mul (-(2 * a))).hasDerivWithinAt
      (s := Ioc 0 (edge a V0))
    refine ⟨(h1.comp z hd.hasDerivWithinAt hR).congr
      (fun y hy => ?_) ?_, ?_, ?_⟩
    · simp only [Function.comp_apply, besselVar_radius ha hV hy.1]
    · simp only [Function.comp_apply, besselVar_radius ha hV hz.1]
    · refine ((h2.comp z hd.hasDerivWithinAt hR).mul hi).congr_deriv ?_
      simp only [Function.comp_apply]
      ring
    · have hsq := besselVar_sq a hV (radius a V0 z)
      simp only [Function.comp_apply, besselVar_radius ha hV hz.1] at h3 hsq
      have hc : z * z⁻¹ = 1 := mul_inv_cancel₀ hz0
      linear_combination (-8 * a ^ 2) * h3 + w z * hsq +
        ((4 * a ^ 2 * u2 (radius a V0 z) + 2 * a * u1 (radius a V0 z)) * (z * z⁻¹ + 1)
          - 2 * a * u1 (radius a V0 z)) * hc
  · rintro ⟨w1, w2, h⟩
    -- push the Bessel derivatives forward along `z(r)`
    refine ⟨fun r => w1 (besselVar a V0 r) * (-(besselVar a V0 r) / (2 * a)),
      fun r => (besselVar a V0 r ^ 2 * w2 (besselVar a V0 r)
        + besselVar a V0 r * w1 (besselVar a V0 r)) / (4 * a ^ 2), fun r hr => ?_⟩
    obtain ⟨h1, h2, h3⟩ := h _ (hmaps hr)
    have hd := (hasDerivAt_besselVar a V0 r).hasDerivWithinAt (s := Ici 0)
    refine ⟨h1.comp r hd hmaps, ?_, ?_⟩
    · refine ((h2.comp r hd hmaps).mul (hd.neg.div_const (2 * a))).congr_deriv ?_
      simp only [Function.comp_apply, Pi.neg_apply]
      ring
    · have hu : (besselVar a V0 r ^ 2 * w2 (besselVar a V0 r)
          + besselVar a V0 r * w1 (besselVar a V0 r)) / (4 * a ^ 2)
          = κ ^ 2 * w (besselVar a V0 r)
            - 2 * V0 * Real.exp (-r / a) * w (besselVar a V0 r) := by
        rw [div_eq_iff (by positivity)]
        linear_combination h3 - w (besselVar a V0 r) * besselVar_sq a hV r
      simp only [Function.comp_apply]
      linear_combination (-1 / 2) * hu
```

## (g) A decaying exponential

**Task.** For real $C$ and $c>0$, show that

$$\lim_{r\to\infty}Ce^{-r/c}=0.$$

**Solution.** As $r\to\infty$, so does $r/c$, because $c>0$. Since $e^{-s}\to0$ as $s\to\infty$, the exponential tends to zero, and the constant factor leaves the limit at zero. Lean composes the same two limits.

```lean
/-- An exponential `C exp(-r/c)` with `c > 0` vanishes at large distance. -/
theorem tendsto_exp_decay (C : ℝ) {c : ℝ} (hc : 0 < c) :
    Tendsto (fun r : ℝ => C * Real.exp (-(r / c))) atTop (𝓝 0) := by
  have h := (Real.tendsto_exp_neg_atTop_nhds_zero.comp
    (tendsto_id.atTop_div_const hc)).const_mul C
  rw [mul_zero] at h
  exact h
```

## (h) The boundary conditions

**Task.** Complete the correspondence by showing, for any real function $w$ and $u(r)=w(z(r))$, that

$$u(0)=0\iff w(z_0)=0,\qquad \lim_{r\to\infty}u(r)=0\iff\lim_{z\to0^+}w(z)=0.$$

**Solution.** At the wall $z(0)=z_0e^0=z_0$, so $u(0)=w(z_0)$.

If $w\to0$ at $0^+$, part (g) with $C=z_0$ and $c=2a$ shows that $z(r)\to0$. It does so through positive values, so $u(r)=w(z(r))\to0$. Conversely, let $u\to0$ at infinity. As $z\to0^+$ we have $\ln z\to-\infty$, so $R(z)\to\infty$ and $w(z)=u(R(z))\to0$.

The theorem joins these two equivalences to parts (d) and (f). The filter `𝓝[>] 0` means approach to zero from the right, and `atTop` means $r\to\infty$. In the proof, `hR` is the limit $R(z)\to\infty$.

```lean
/-- Exponential well and Bessel's equation: `z(r)` is a bijection of `[0,∞)` onto `(0,z₀]`, and
under `u(r) = w(z(r))` the radial equation, the condition `u(0) = 0` and the decay of `u` at
infinity correspond to Bessel's equation of order `2aκ` on `(0,z₀]`, `w(z₀) = 0` and `w → 0` at
`0⁺`. -/
theorem exponential_well_bessel {a V0 : ℝ} (ha : 0 < a) (hV : 0 < V0) (κ : ℝ) (w : ℝ → ℝ) :
    BijOn (besselVar a V0) (Ici 0) (Ioc 0 (edge a V0)) ∧
    (SolvesRadial a V0 κ (w ∘ besselVar a V0) ↔ SolvesBessel (2 * a * κ) (edge a V0) w) ∧
    ((w ∘ besselVar a V0) 0 = 0 ↔ w (edge a V0) = 0) ∧
    (Tendsto (w ∘ besselVar a V0) atTop (𝓝 0) ↔ Tendsto w (𝓝[>] 0) (𝓝 0)) := by
  have h2 : 0 < 2 * a := by positivity
  refine ⟨besselVar_bijOn ha hV, solvesRadial_iff ha hV κ w, by simp [besselVar],
    fun h => ?_, fun h => h.comp ?_⟩
  · -- small `z` means large `r`
    have hR : Tendsto (radius a V0) (𝓝[>] 0) atTop := by
      have he : radius a V0 = fun z => 2 * a * (Real.log (edge a V0) + -Real.log z) := by
        funext z
        unfold radius
        ring
      rw [he]
      exact (tendsto_atTop_add_const_left _ _
        (tendsto_neg_atBot_atTop.comp Real.tendsto_log_nhdsGT_zero)).const_mul_atTop h2
    refine (h.comp hR).congr' ?_
    filter_upwards [self_mem_nhdsWithin] with z hz
    simp only [Function.comp_apply, besselVar_radius ha hV hz]
  · refine tendsto_nhdsWithin_iff.mpr ⟨?_, Eventually.of_forall fun r =>
      mul_pos (edge_pos ha hV) (Real.exp_pos _)⟩
    refine (tendsto_exp_decay (edge a V0) h2).congr fun r => ?_
    rw [besselVar, neg_div]

end

end ExponentialWell
```

```lean
#print axioms ExponentialWell.exponential_well_bessel
```

```
'ExponentialWell.exponential_well_bessel' depends on axioms: [propext, Classical.choice, Quot.sound]
```

The theorem translates the bound-state conditions but does not assert that a bound state exists: $w=0$ satisfies all of them. Its decay condition is $u\to0$, with no statement about square-integrability. For $\kappa>0$, the solutions of Bessel's equation that tend to zero at $0^+$ are the multiples of $J_{2a\kappa}$, so the bound-state condition becomes $J_{2a\kappa}(z_0)=0$; this step and the example below are ordinary mathematics added to the Lean development. For one particle in this s-wave model, the roots $\kappa>0$ of this condition at fixed $a$ and $V_0$ give reference energies $-\kappa^2/2$ for testing a numerical radial solver.

## A bound state at depth $\pi^2/8$

Take $a=1$ and $V_0=\pi^2/8\approx1.2337$, so that $z_0=\pi$. For $\kappa=\tfrac14$ the order is $\tfrac12$, and $w(z)=\sqrt{\pi/z}\,\sin z$ solves Bessel's equation. It vanishes at $z=\pi$ and tends to zero at $0^+$. The corresponding radial function, not normalised, is

$$u(r)=e^{r/4}\sin\!\left(\pi e^{-r/2}\right),\qquad E=-\tfrac1{32}=-0.03125.$$

Differentiating twice gives $u''=\left(\tfrac1{16}-\tfrac{z^2}{4}\right)u$. At $r=2\ln2$ we have $z=\pi/2$, $u=\sqrt2\approx1.4142$ and $u''\approx-0.7840$. The potential there is $-\pi^2/32\approx-0.3084$. The left side of the radial equation is therefore $0.3920-0.4362=-0.0442$, and the right side is $-\sqrt2/32\approx-0.0442$.

## What goes wrong at zero depth

Let $V_0=0$ and keep $a>0$. Then $z_0=0$, the variable is zero at every radius, and $(0,z_0]$ is empty, so the bijection fails.

The equivalence in part (f) fails as well. Take $\kappa=1$ and $w=1$. Bessel's equation holds vacuously on the empty interval, but $u=1$ would have to satisfy $0=-\tfrac12$. A free particle has no potential term for the variable to absorb.
